# With a path L to the first wall encounter and 2L between encounters, the mean path to the first diffuse reflection is L(1 + p)/(1 − p) at specular probability p < 1

The theorem `hasSum_path` concerns a particle whose wall encounters are independently specular with a fixed probability p, where 0 ≤ p < 1, and whose path is counted up to the first diffuse reflection. Exactly n specular reflections come first with probability (1 − p)pⁿ, and the path is then (2n + 1)L, since the first encounter comes after a distance L and successive ones are 2L apart. The theorem states that the products of probability and path, summed over all n from 0, converge to L(1 + p)/(1 − p), for any real L. The attempt combines the known sums of n pⁿ and pⁿ, with suitable factors, into a series `h`, and then uses `convert` to match `h` with the claim.

The failing Lean file:

```lean
import Mathlib

open Finset

namespace HasSumPath

noncomputable section

/-- Probability of exactly `n` specular reflections followed by a diffuse one, when each wall
encounter is independently specular with probability `p`. -/
def reflectionProb (p : ℝ) (n : ℕ) : ℝ := (1 - p) * p ^ n

/-- Path travelled up to the diffuse event after `n` specular reflections: a distance `L` to the
first wall encounter and `2 L` between successive encounters. -/
def flightPath (L : ℝ) (n : ℕ) : ℝ := (2 * n + 1) * L

/-- For `0 ≤ p < 1` the series for the mean path converges to `L (1 + p) / (1 - p)`. -/
theorem hasSum_path (L : ℝ) {p : ℝ} (h0 : 0 ≤ p) (h1 : p < 1) :
    HasSum (fun n : ℕ => reflectionProb p n * flightPath L n) (L * ((1 + p) / (1 - p))) := by
  have hne : 1 - p ≠ 0 := by linarith
  have hn : ‖p‖ < 1 := by rwa [Real.norm_of_nonneg h0]
  -- the first moment of the geometric series, plus the geometric series itself
  have h := ((hasSum_coe_mul_geometric_of_norm_lt_one hn).mul_left (2 * L * (1 - p))).add
    ((hasSum_geometric_of_lt_one h0 h1).mul_left (L * (1 - p)))
  convert h using 1
  · funext n
    simp only [reflectionProb, flightPath]
    ring
  · field_simp
    ring

end

end HasSumPath
```

The compiler's answer:

```
Main.lean:26:4: error: Tactic `apply` failed: could not unify the conclusion of `@funext`
  ?f = ?g
with the goal
  Real.instAddCommMonoid =
    CommRing.toNonUnitalCommRing.toNonUnitalNonAssocCommRing.toNonUnitalNonAssocSemiring.toAddCommMonoid

Note: The full type of `@funext` is
  ∀ {α : Sort ?u.80} {β : α → Sort ?u.79} {f g : (x : α) → β x}, (∀ (x : α), f x = g x) → f = g

case e'_3
L p : ℝ
h0 : 0 ≤ p
h1 : p < 1
hne : 1 - p ≠ 0
hn : ‖p‖ < 1
h :
  HasSum (fun b => 2 * L * (1 - p) * (↑b * p ^ b) + L * (1 - p) * p ^ b)
    (2 * L * (1 - p) * (p / (1 - p) ^ 2) + L * (1 - p) * (1 - p)⁻¹)
⊢ Real.instAddCommMonoid =
    CommRing.toNonUnitalCommRing.toNonUnitalNonAssocCommRing.toNonUnitalNonAssocSemiring.toAddCommMonoid
Try this:
  [apply] ring_nf
  
  The `ring` tactic failed to close the goal. Use `ring_nf` to obtain a normal form.
    
  Note that `ring` works primarily in *commutative* rings. If you have a noncommutative ring, abelian group or module, consider using `noncomm_ring`, `abel` or `module` instead.
Main.lean:29:2: error: unsolved goals
case e'_5
L p : ℝ
h0 : 0 ≤ p
h1 : p < 1
hne : 1 - p ≠ 0
hn : ‖p‖ < 1
h :
  HasSum (fun b => 2 * L * (1 - p) * (↑b * p ^ b) + L * (1 - p) * p ^ b)
    (2 * L * (1 - p) * (p / (1 - p) ^ 2) + L * (1 - p) * (1 - p)⁻¹)
⊢ (fun n => reflectionProb p n * flightPath L n) = fun b =>
    -(L * p * p ^ b) - L * p * p ^ b * ↑b * 2 + L * p ^ b + L * p ^ b * ↑b * 2
Main.lean:19:91: error: unsolved goals
case e'_6
L p : ℝ
h0 : 0 ≤ p
h1 : p < 1
hne : 1 - p ≠ 0
hn : ‖p‖ < 1
h :
  HasSum (fun b => 2 * L * (1 - p) * (↑b * p ^ b) + L * (1 - p) * p ^ b)
    (2 * L * (1 - p) * (p / (1 - p) ^ 2) + L * (1 - p) * (1 - p)⁻¹)
⊢ L * ((1 + p) / (1 - p)) = 2 * L * (1 - p) * (p / (1 - p) ^ 2) + L * (1 - p) * (1 - p)⁻¹
```

Cause. The proof expects two goals from `convert h using 1`, one for the terms and one for the sums, but there are three. The first asks that two `AddCommMonoid` structures on the reals be equal, the one in the claim and the one in `h`. The first bullet therefore applies `funext` to an equality of structures, not of functions, and fails. The second bullet, written for the sums, receives the equality of terms, where `ring` cannot finish because `reflectionProb` and `flightPath` are still folded. The equality of sums is left with no bullet at all, which is the last error.

The repair states the two intended equalities itself, as `hf` and `hv`, and proves them with the same tactics as before, each now on the goal it was written for. After `rw [hf, hv]` the claim has the terms and the sum of `h`, and `exact h` closes it. The two structures are equal by definition, which `exact` can check by unfolding them, so no separate goal arises.

After these edits no error is left:

```diff
@@ -23,10 +23,15 @@
   have h := ((hasSum_coe_mul_geometric_of_norm_lt_one hn).mul_left (2 * L * (1 - p))).add
     ((hasSum_geometric_of_lt_one h0 h1).mul_left (L * (1 - p)))
-  convert h using 1
-  · funext n
+  have hf : (fun n : ℕ => reflectionProb p n * flightPath L n) =
+      fun n : ℕ => 2 * L * (1 - p) * (n * p ^ n) + L * (1 - p) * p ^ n := by
+    funext n
     simp only [reflectionProb, flightPath]
     ring
-  · field_simp
+  have hv : L * ((1 + p) / (1 - p)) =
+      2 * L * (1 - p) * (p / (1 - p) ^ 2) + L * (1 - p) * (1 - p)⁻¹ := by
+    field_simp
     ring
+  rw [hf, hv]
+  exact h
 
 end
```
